# In the Coulomb model, p excitons have no polynomial-times-exponential solution at n = 1, and edge strengths 4(n²−1)/(9n⁵) at n = 2 and n = 3

## Is the p exciton at n = 1 dark, or does it not exist?

When I fit the exciton lines at a dipole-forbidden absorption edge, I label the first peak $n=2$ and tie the area of the next one to it through the weights $(n^2-1)/n^5$. The label matters, because the binding energy I extract depends on it. But the weight formula also accepts $n=1$, where it gives zero. Does that zero describe a p exciton at $n=1$ that happens not to absorb, or is there no such exciton? And can I get the weights for $n=2$ and $n=3$ directly from the radial equation?

## The radial equation leaves no room for a p exciton at n = 1

There is no such p exciton. The level $n=1$ holds only an s exciton, whose even envelope makes it dark in the coupling used here. At a forbidden edge the interband matrix element vanishes at the band extremum and grows linearly with wave vector. Light then couples to the gradient of the electron-hole envelope at zero separation, which a p state with radial function $R(r)$ supplies through $R'(0)$. The weight of a line is proportional to

$$\frac{R'(0)^2}{\int_0^\infty r^2R(r)^2\,dr}.$$

Measure the separation $r$ in effective Bohr radii and energies in effective hartrees, both set by the reduced mass and the static dielectric constant. For isotropic parabolic bands, $R$ obeys

$$-\tfrac12R''-\frac{R'}{r}+\frac{R}{r^2}-\frac{R}{r}=-\frac{R}{2\nu^2},\qquad r>0.$$

The real number $\nu\neq0$ takes the place of $n$, so that integer values are a result and not an input.

**Reduction to a polynomial.** Put $R=u\,e^{-r/\nu}$ with $u=rP(r)$ and $P$ a polynomial. Then

$$R'=\left(u'-\frac u\nu\right)e^{-r/\nu},\qquad R''=\left(u''-\frac{2u'}\nu+\frac u{\nu^2}\right)e^{-r/\nu}.$$

Insert these, together with $u'=P+rP'$ and $u''=2P'+rP''$, and multiply by $-2$. The terms in $P/r$ and $u/\nu^2$ cancel, which leaves

$$rP''+\left(4-\frac{2r}\nu\right)P'+\left(2-\frac4\nu\right)P=0.$$

This holds for all $r>0$, so every coefficient vanishes. With $P=\sum_k a_kr^k$,

$$(k+1)(k+4)\,a_{k+1}+\left(2-\frac{2(k+2)}\nu\right)a_k=0.$$

Let $m$ be the degree of a nonzero $P$. At $k=m$ we have $a_{m+1}=0$ and $a_m\ne0$, so $\nu=m+2$. Since $m\ge0$, the value $\nu=1$ is impossible.

**The two lowest lines.** For $\nu=2$, $P=1$ satisfies the equation. For $\nu=3$, the $k=0$ relation gives $4a_1+\tfrac23a_0=0$, so $a_0=1$ yields $P=1-r/6$, and the $k=1$ relation then holds. Both functions have $R'(0)=P(0)=1$. Their norm integrals follow from $\int_0^\infty r^ke^{-cr}dr=k!/c^{k+1}$ for $c>0$:

$$\int_0^\infty r^4e^{-r}dr=24,$$

$$\int_0^\infty r^4\left(1-\frac r6\right)^2e^{-2r/3}dr=\frac{729}4-\frac{3645}8+\frac{10935}{32}=\frac{2187}{32}.$$

The normalised functions therefore have squared slopes $1/24$ and $32/2187$, which are the values of $4(n^2-1)/(9n^5)$ at $n=2$ and $n=3$.

**What this does to a fit.** Suppose two peaks lie 10 meV apart. Labelled $n=2$ and $n=3$, they give an effective Rydberg $E_R$ with $E_R(1/4-1/9)=10$ meV, so $E_R=72$ meV, and the peaks sit 18 and 8 meV below the gap. Labelled $n=1$ and $n=2$, they would give only 13.3 meV. The predicted area ratio is $(32/2187)\cdot24=256/729\approx0.35$.

**What changes if $P$ is a power series.** If $P$ may be any convergent power series, the exclusion at $\nu=1$ fails. The recursion then gives $a_{k+1}=2a_k/(k+4)$, and $a_0=1$ leads to

$$R(r)=\frac{3}{4r^2}\left[e^r-(1+2r+2r^2)e^{-r}\right].$$

This is regular at the origin and solves the equation, but it grows like $e^r/r^2$. The two terms in the bracket, each divided by $r^2$, are independent solutions. The first diverges at infinity, and the second has a divergent norm integral at the origin. No nonzero combination is normalisable, so the conclusion extends to all bound p states at $n=1$; this last extension is a pencil argument that the Lean code below doesn't contain.

## What the Lean theorems say

For a twice differentiable `R`, `radialHam R r` is the left side of the radial equation, and `IsPState ν R` says that `R` solves the equation at every $r>0$. Lean sets a derivative to zero where none exists, so neither definition has this meaning for other functions; the trial functions below are smooth. Despite its name, `IsPState` requires neither normalisability nor a nonzero function. `boundState ν P` is the trial function $rP(r)e^{-r/\nu}$ for any real polynomial `P`, whether or not it solves anything. `edgeStrength R` is the squared slope over the norm integral, so `R` need not be normalised. It is not an oscillator strength, since the band matrix element and other prefactors are left out.

- `no_ground_pState`: for every nonzero polynomial $P$, the function $rP(r)e^{-r}$ fails to solve the equation with $\nu=1$.
- `quantisation`: if a trial function with nonzero $P$ is a solution and $\nu\ne0$, then $\nu=\deg P+2$. Negative $\nu$, a growing exponential, is thereby excluded too.
- `elliott_two` and `elliott_three`: the two explicit functions are solutions, with the stated edge strengths.

The last two names refer to Elliott's formula for exciton absorption, of which they establish the relative weights of two bound lines at a forbidden edge. The weight for general $n$ and the continuum above the gap would need further proofs. The step from this model to a measured spectrum is the proportionality between line area and `edgeStrength`, which enters as physics and not as a theorem. For a Bethe-Salpeter calculation, the two values, in units of the inverse fifth power of the effective Bohr radius, are reference numbers in the limit of two isotropic parabolic bands, screening by a single static dielectric constant and no electron-hole exchange.

```lean
import Mathlib

open Polynomial Filter Topology

namespace ForbiddenExciton

noncomputable section

/-- The p-wave radial Hamiltonian of the electron-hole pair in effective units, applied to a
twice differentiable function `R` at a distance `r ≠ 0`. -/
def radialHam (R : ℝ → ℝ) (r : ℝ) : ℝ :=
  -(deriv (deriv R) r) / 2 - deriv R r / r + R r / r ^ 2 - R r / r

/-- `R` solves the p-wave radial equation with energy `-1/(2ν²)` at all `r > 0`, for `ν ≠ 0` and `R`
twice differentiable at all `r > 0`. -/
def IsPState (ν : ℝ) (R : ℝ → ℝ) : Prop :=
  ∀ r, 0 < r → radialHam R r = -R r / (2 * ν ^ 2)

/-- The trial function `r P(r) exp(-r/ν)` with a polynomial `P`, for `ν ≠ 0`. -/
def boundState (ν : ℝ) (P : ℝ[X]) (r : ℝ) : ℝ :=
  r * P.eval r * Real.exp (-r / ν)

/-- The squared slope at the origin divided by the norm integral of `R`, for `R` differentiable at
the origin and of finite nonzero norm. -/
def edgeStrength (R : ℝ → ℝ) : ℝ :=
  (deriv R 0) ^ 2 / ∫ r in Set.Ioi (0 : ℝ), r ^ 2 * (R r) ^ 2

/-- The polynomial `r P'' + (4 - 2r/ν) P' + (2 - 4/ν) P`, for `ν ≠ 0`. -/
def radialPoly (ν : ℝ) (P : ℝ[X]) : ℝ[X] :=
  X * derivative (derivative P) + C 4 * derivative P
    - C (2 / ν) * (X * derivative P) + C (2 - 4 / ν) * P

/-- The derivative of a polynomial times `exp(-r/ν)` is again of this form. -/
theorem hasDerivAt_polyExp (ν : ℝ) (Q : ℝ[X]) (r : ℝ) :
    HasDerivAt (fun r => Q.eval r * Real.exp (-r / ν))
      ((derivative Q - C (1 / ν) * Q).eval r * Real.exp (-r / ν)) r := by
  have h := (Q.hasDerivAt r).fun_mul (((hasDerivAt_id' r).fun_neg.div_const ν).exp)
  refine h.congr_deriv ?_
  simp only [eval_sub, eval_mul, eval_C]
  ring

/-- The slope of the trial function is a polynomial times `exp(-r/ν)`. -/
theorem deriv_boundState (ν : ℝ) (P : ℝ[X]) : deriv (boundState ν P) =
    fun r => (derivative (X * P) - C (1 / ν) * (X * P)).eval r * Real.exp (-r / ν) := by
  have h : boundState ν P = fun r => (X * P).eval r * Real.exp (-r / ν) := by
    funext r
    simp only [boundState, eval_mul, eval_X]
  rw [h]
  exact funext fun r => (hasDerivAt_polyExp ν _ r).deriv

/-- For `ν ≠ 0` and `r ≠ 0` the residual of the radial equation is `-1/2` times
`radialPoly ν P` times `exp(-r/ν)`. -/
theorem residual {ν r : ℝ} (hν : ν ≠ 0) (hr : r ≠ 0) (P : ℝ[X]) :
    radialHam (boundState ν P) r + boundState ν P r / (2 * ν ^ 2)
      = -(1 / 2) * ((radialPoly ν P).eval r * Real.exp (-r / ν)) := by
  have h2 : deriv (deriv (boundState ν P)) = fun r =>
      (derivative (derivative (X * P) - C (1 / ν) * (X * P))
        - C (1 / ν) * (derivative (X * P) - C (1 / ν) * (X * P))).eval r
        * Real.exp (-r / ν) := by
    rw [deriv_boundState]
    exact funext fun r => (hasDerivAt_polyExp ν _ r).deriv
  rw [radialHam, h2, deriv_boundState]
  simp only [boundState, radialPoly, derivative_mul, derivative_sub, derivative_add,
    derivative_X, derivative_C, derivative_one, eval_add, eval_sub, eval_mul,
    eval_X, eval_C, eval_one, eval_zero]
  generalize Real.exp (-r / ν) = e
  field_simp
  ring

/-- For `ν ≠ 0` the trial function solves the radial equation exactly when
`r P'' + (4 - 2r/ν) P' + (2 - 4/ν) P` is the zero polynomial. -/
theorem isPState_iff {ν : ℝ} (hν : ν ≠ 0) (P : ℝ[X]) :
    IsPState ν (boundState ν P) ↔ radialPoly ν P = 0 := by
  constructor
  · intro h
    -- a polynomial that vanishes on the half line is zero
    refine eq_of_infinite_eval_eq _ _ ((Set.Ioi_infinite (0 : ℝ)).mono ?_)
    intro r hr
    have h1 := residual hν (ne_of_gt hr) P
    rw [h r hr] at h1
    have h3 : (radialPoly ν P).eval r * Real.exp (-r / ν) = 0 := by
      linear_combination 2 * h1
    change (radialPoly ν P).eval r = (0 : ℝ[X]).eval r
    rw [eval_zero]
    exact (mul_eq_zero.1 h3).resolve_right (Real.exp_pos _).ne'
  · intro h r hr
    have h1 := residual hν hr.ne' P
    rw [h, eval_zero] at h1
    linear_combination h1

/-- The coefficients of `radialPoly ν P` combine two neighbouring coefficients of `P`. -/
theorem radialPoly_coeff (ν : ℝ) (P : ℝ[X]) (k : ℕ) : (radialPoly ν P).coeff k =
    ((k : ℝ) + 1) * (k + 4) * P.coeff (k + 1) + (2 - 2 * ((k : ℝ) + 2) / ν) * P.coeff k := by
  cases k with
  | zero =>
    simp only [radialPoly, coeff_add, coeff_sub, coeff_C_mul, coeff_X_mul_zero,
      coeff_derivative, Nat.cast_zero]
    ring
  | succ k =>
    simp only [radialPoly, coeff_add, coeff_sub, coeff_C_mul, coeff_X_mul,
      coeff_derivative, Nat.cast_add, Nat.cast_one]
    ring

/-- If `ν ≠ 0` and `r P(r) exp(-r/ν)` with a nonzero polynomial `P` solves the radial equation
with energy `-1/(2ν²)`, then `ν` is the degree of `P` plus two. -/
theorem quantisation {ν : ℝ} (hν : ν ≠ 0) {P : ℝ[X]} (hP : P ≠ 0)
    (h : IsPState ν (boundState ν P)) : ν = P.natDegree + 2 := by
  -- compare leading coefficients
  have hc := radialPoly_coeff ν P P.natDegree
  rw [(isPState_iff hν P).1 h, coeff_zero,
    coeff_eq_zero_of_natDegree_lt (Nat.lt_succ_self P.natDegree), mul_zero, zero_add] at hc
  have h0 := (mul_eq_zero.1 hc.symm).resolve_right (leadingCoeff_ne_zero.2 hP)
  have h1 := div_mul_cancel₀ (2 * ((P.natDegree : ℝ) + 2)) hν
  linear_combination (ν / 2) * h0 + (1 / 2) * h1

/-- For `n = 1` no nonzero polynomial `P` makes `r P(r) exp(-r)` a solution. -/
theorem no_ground_pState (P : ℝ[X]) (hP : P ≠ 0) :
    ¬ IsPState 1 (fun r => r * P.eval r * Real.exp (-r)) := by
  intro h
  have e : (fun r => r * P.eval r * Real.exp (-r)) = boundState 1 P := by
    funext r
    simp only [boundState, div_one]
  rw [e] at h
  have h1 := quantisation one_ne_zero hP h
  have h2 : 1 = P.natDegree + 2 := by exact_mod_cast h1
  omega

/-- For `ν > 0` and polynomials `P` and `Q` with `Q' - (2/ν) Q = r⁴ P²`, the function
`r P(r) exp(-r/ν)` has slope `P(0)` at the origin and norm integral `-Q(0)`. -/
theorem slope_and_norm {ν : ℝ} (hν : 0 < ν) (P Q : ℝ[X])
    (hQ : ∀ r, (derivative Q).eval r - 2 / ν * Q.eval r = r ^ 4 * (P.eval r) ^ 2) :
    deriv (boundState ν P) 0 = P.eval 0 ∧
      ∫ r in Set.Ioi (0 : ℝ), r ^ 2 * (boundState ν P r) ^ 2 = -Q.eval 0 := by
  refine ⟨by rw [deriv_boundState]; simp, ?_⟩
  have hd : ∀ r ∈ Set.Ici (0 : ℝ), HasDerivAt (fun r => Q.eval r * Real.exp (-r / (ν / 2)))
      ((fun r => r ^ 2 * (boundState ν P r) ^ 2) r) r := by
    intro r _
    refine (hasDerivAt_polyExp (ν / 2) Q r).congr_deriv ?_
    have he : Real.exp (-r / (ν / 2)) = Real.exp (-r / ν) ^ 2 := by
      rw [← Real.exp_nat_mul]
      congr 1
      push_cast
      ring
    simp only [eval_sub, eval_mul, eval_C, boundState]
    rw [he]
    linear_combination Real.exp (-r / ν) ^ 2 * hQ r
  -- the exponential beats the polynomial at large distance
  have ht : Tendsto (fun r => Q.eval r * Real.exp (-r / (ν / 2))) atTop (𝓝 0) := by
    have h := (Q.comp (C (ν / 2) * X)).tendsto_div_exp_atTop.comp
      (tendsto_id.atTop_div_const (half_pos hν))
    refine h.congr fun r => ?_
    have hr : ν / 2 * (r / (ν / 2)) = r := by field_simp
    simp only [Function.comp_apply, id_eq, eval_comp, eval_mul, eval_C, eval_X, hr]
    rw [neg_div, Real.exp_neg]
    exact div_eq_mul_inv _ _
  have key := MeasureTheory.integral_Ioi_of_hasDerivAt_of_nonneg' hd
    (fun r _ => mul_nonneg (sq_nonneg _) (sq_nonneg _)) ht
  exact key.trans (by simp)

/-- The function `r exp(-r/2)` solves the radial equation for `n = 2`, and its edge strength is
`4(n²-1)/(9n⁵)`. -/
theorem elliott_two : IsPState 2 (fun r => r * Real.exp (-r / 2)) ∧
    edgeStrength (fun r => r * Real.exp (-r / 2)) = 4 * ((2 : ℝ) ^ 2 - 1) / (9 * 2 ^ 5) := by
  have e : (fun r => r * Real.exp (-r / 2)) = boundState 2 1 := by
    funext r
    simp only [boundState, eval_one, mul_one]
  rw [e]
  refine ⟨(isPState_iff two_ne_zero _).2 (Polynomial.funext fun r => ?_), ?_⟩
  · simp only [radialPoly, derivative_one, derivative_zero, eval_add, eval_sub, eval_mul,
      eval_X, eval_C, eval_one, eval_zero]
    ring
  · obtain ⟨h1, h2⟩ := slope_and_norm two_pos 1
      (-(X ^ 4 + C 4 * X ^ 3 + C 12 * X ^ 2 + C 24 * X + C 24)) (fun r => by
        simp only [derivative_neg, derivative_add, derivative_mul, derivative_C,
          derivative_X_pow, derivative_X, eval_neg, eval_add, eval_mul, eval_pow, eval_X,
          eval_C, eval_one, eval_zero, Nat.reduceSub, Nat.cast_ofNat]
        ring)
    rw [edgeStrength, h1, h2]
    norm_num

/-- The function `r(1-r/6) exp(-r/3)` solves the radial equation for `n = 3`, and its edge
strength is `4(n²-1)/(9n⁵)`. -/
theorem elliott_three : IsPState 3 (fun r => r * (1 - r / 6) * Real.exp (-r / 3)) ∧
    edgeStrength (fun r => r * (1 - r / 6) * Real.exp (-r / 3))
      = 4 * ((3 : ℝ) ^ 2 - 1) / (9 * 3 ^ 5) := by
  have e : (fun r => r * (1 - r / 6) * Real.exp (-r / 3))
      = boundState 3 (1 - C (1 / 6) * X) := by
    funext r
    simp only [boundState, eval_sub, eval_one, eval_mul, eval_C, eval_X]
    ring
  rw [e]
  refine ⟨(isPState_iff three_ne_zero _).2 (Polynomial.funext fun r => ?_), ?_⟩
  · simp only [radialPoly, derivative_sub, derivative_add, derivative_mul, derivative_C,
      derivative_X, derivative_one, derivative_zero, eval_add, eval_sub, eval_mul,
      eval_X, eval_C, eval_one, eval_zero]
    ring
  · obtain ⟨h1, h2⟩ := slope_and_norm three_pos (1 - C (1 / 6) * X)
      (-(C (1 / 24) * X ^ 6 - C (1 / 8) * X ^ 5 + C (9 / 16) * X ^ 4 + C (27 / 8) * X ^ 3
        + C (243 / 16) * X ^ 2 + C (729 / 16) * X + C (2187 / 32))) (fun r => by
        simp only [derivative_neg, derivative_add, derivative_sub, derivative_mul, derivative_C,
          derivative_X_pow, derivative_X, eval_neg, eval_add, eval_sub, eval_mul, eval_pow,
          eval_X, eval_C, eval_one, eval_zero, Nat.reduceSub, Nat.cast_ofNat]
        ring)
    rw [edgeStrength, h1, h2]
    norm_num

end

end ForbiddenExciton
```

```lean
#print axioms ForbiddenExciton.no_ground_pState
#print axioms ForbiddenExciton.elliott_two
#print axioms ForbiddenExciton.elliott_three
```

```
'ForbiddenExciton.no_ground_pState' depends on axioms: [propext, Classical.choice, Quot.sound]
'ForbiddenExciton.elliott_two' depends on axioms: [propext, Classical.choice, Quot.sound]
'ForbiddenExciton.elliott_three' depends on axioms: [propext, Classical.choice, Quot.sound]
```

## From the derivatives to the two edge strengths

`hasDerivAt_polyExp` is the product rule: differentiating $Qe^{-r/\nu}$ replaces the polynomial $Q$ by $Q'-Q/\nu$. `deriv_boundState` applies it to $Q=rP$, and `residual` applies it once more and inserts the result into the radial equation. There the exponential is replaced by a plain letter, after which `field_simp` and `ring` carry out the cancellation shown above. What remains is $-\tfrac12$ times `radialPoly ν P` times the exponential, where `radialPoly ν P` is the left side of the polynomial equation.

`isPState_iff` turns the differential equation into `radialPoly ν P = 0`. In one direction, the exponential is positive and can be divided out, and a polynomial with infinitely many zeros is zero. In the other, a zero polynomial makes the residual vanish.

`radialPoly_coeff` is the recursion. It treats $k=0$ separately because multiplication by $r$ shifts the coefficients and leaves none at order zero. `quantisation` evaluates it at the degree of `P`, removes the next coefficient, and cancels the nonzero leading one. For `no_ground_pState` this gives $1=\deg P+2$ in the natural numbers, which `omega` refutes.

`slope_and_norm` replaces the factorial integrals by an antiderivative. If a polynomial $Q$ satisfies $Q'-(2/\nu)Q=r^4P^2$ with $\nu>0$, then $Qe^{-2r/\nu}$ has derivative $r^2R^2$. It tends to zero at infinity, so the norm integral is $-Q(0)$. The library theorem that evaluates the integral also uses that the integrand is nonnegative.

`elliott_two` and `elliott_three` check the polynomial equation for $P=1$ and $P=1-r/6$, then supply an explicit $Q$ for each. The constant terms of these $Q$ are $-24$ and $-2187/32$, and `norm_num` compares the resulting ratios with $4(n^2-1)/(9n^5)$.
